# Every Hermitian smoother has a unitary rotation that equalises its leverages

A simulation returns noisy energies at $n$ geometries, and a smooth curve is fitted through them. The strength of the smoothing can be judged by leaving out one energy at a time and predicting it from the others. A point at the end of the range may pull the curve strongly towards itself, and its leave-one-out error is then its ordinary residual multiplied by a large factor. Generalised cross-validation (GCV) uses one common factor for all points. Is the GCV score itself the leave-one-out error of some problem?

Suppose the fitted values are $Hy$, where $y$ is the data vector and $H$ is a Hermitian complex $n\times n$ matrix, called the smoother (it is not a Hamiltonian). The diagonal entry $H_{ii}$ is the leverage of point $i$. For $n\ge 1$ there is a unitary $U$ for which every diagonal entry of $UHU^\dagger$ equals $\operatorname{tr}H/n$. If also $\operatorname{tr}H\ne n$, the mean squared leave-one-out error of the smoother $UHU^\dagger$ on the data $Uy$ is the GCV score of $H$ on $y$.

Points are numbered from $0$ to $n-1$, which is the index type `Fin n`. Lean writes $U^\dagger$ as `Uᴴ`, where the superscript has nothing to do with the smoother.

```lean
import Mathlib

open Matrix Finset

namespace EqualLeverageRotation

noncomputable section

variable {n : ℕ}
```

## The Fourier matrix and the two error measures

Let $\zeta=e^{2\pi i/n}$. The rotation will be built from the discrete Fourier matrix
$$F_{jk}=\zeta^{jk}/\sqrt n ,$$
with a plus sign in the exponent, where many texts have a minus.

```lean
/-- The discrete Fourier matrix with entries `exp(2πi/n)^(jk) / √n`, for `n ≥ 1`. -/
def fourier (n : ℕ) : Matrix (Fin n) (Fin n) ℂ :=
  Matrix.of fun j k =>
    Complex.exp (2 * Real.pi * Complex.I / n) ^ ((j : ℕ) * (k : ℕ)) / ((√(n : ℝ) : ℝ) : ℂ)
```

Replace the datum $y_i$ by a number $z$ and smooth again. If the smoother returns $z$ at point $i$, then $z$ counts as a leave-one-out prediction there.

For penalised least squares this agrees with refitting. The fit $f$ without datum $i$ minimises $\sum_{j\ne i}|y_j-f_j|^2$ plus a penalty. Inserting $f_i$ as the missing datum adds a non-negative term that vanishes at this $f$, so $f$ still minimises the full sum. The definition below starts from the self-consistency condition, and its link to an actual refit rests on this informal argument.

```lean
/-- `z` is a self-consistent leave-one-out prediction at site `i`: put in place of the datum
`y i`, it is returned by the smoother `H` at that site. -/
def IsLeaveOneOut (H : Matrix (Fin n) (Fin n) ℂ) (y : Fin n → ℂ) (i : Fin n) (z : ℂ) : Prop :=
  (H *ᵥ Function.update y i z) i = z
```

The GCV score is the mean squared residual over a common factor:
$$G(H,y)=\frac{\tfrac1n\sum_i|y_i-(Hy)_i|^2}{|1-\operatorname{tr}H/n|^2}.$$

```lean
/-- The generalised cross-validation score: mean squared residual over `|1 - tr H / n|²`,
for `n ≥ 1` and `tr H ≠ n`. -/
def gcvScore (H : Matrix (Fin n) (Fin n) ℂ) (y : Fin n → ℂ) : ℝ :=
  (∑ i, Complex.normSq (y i - (H *ᵥ y) i)) / n / Complex.normSq (1 - H.trace / n)
```

`Complex.normSq` is the squared modulus. A Hermitian matrix has a real trace, so the denominator is the usual square. The trace plays the part of an effective number of fitted parameters, and $\operatorname{tr}H\ne n$ says that this number differs from the number of data.

## The Fourier matrix is unitary

Since $\zeta^n=1$, we have $|\zeta|^n=1$. The modulus is a non-negative real number, so $|\zeta|=1$ and $\zeta\bar\zeta=1$.

```lean
/-- For `n ≥ 1`, the root of unity `exp(2πi/n)` has unit modulus. -/
theorem root_mul_star (hn : n ≠ 0) :
    Complex.exp (2 * Real.pi * Complex.I / n) *
      star (Complex.exp (2 * Real.pi * Complex.I / n)) = 1 := by
  have hp := Complex.isPrimitiveRoot_exp n hn
  have h1 : ‖Complex.exp (2 * Real.pi * Complex.I / n)‖ = 1 :=
    (pow_eq_one_iff_of_nonneg (norm_nonneg _) hn).mp
      (by rw [← norm_pow, hp.pow_eq_one, norm_one])
  calc _ = ((Complex.normSq (Complex.exp (2 * Real.pi * Complex.I / n)) : ℝ) : ℂ) :=
        Complex.mul_conj _
    _ = 1 := by rw [Complex.normSq_eq_norm_sq, h1]; norm_num
```

Because $\sqrt n$ is real, an entry of row $j$ times the conjugate of the entry of row $l$ in the same column is
$$F_{jk}\overline{F_{lk}}=\frac{\zeta^{jk}\,\bar\zeta^{\,lk}}{n}=\frac{w^k}{n},\qquad w=\zeta^j\bar\zeta^{\,l}.$$

```lean
/-- An entry of row `j` of the Fourier matrix times the conjugate of the entry of row `l` in the
same column `k` is `w ^ k / n`, where `w = ζ ^ j * star ζ ^ l` and `ζ = exp(2πi/n)`. -/
theorem fourier_entry (j l k : Fin n) :
    fourier n j k * star (fourier n l k) =
      (Complex.exp (2 * Real.pi * Complex.I / n) ^ (j : ℕ) *
        star (Complex.exp (2 * Real.pi * Complex.I / n)) ^ (l : ℕ)) ^ (k : ℕ) / n := by
  have hs : ((√(n : ℝ) : ℝ) : ℂ) * ((√(n : ℝ) : ℝ) : ℂ) = n := by
    rw [← Complex.ofReal_mul, Real.mul_self_sqrt (Nat.cast_nonneg n), Complex.ofReal_natCast]
  have hc : star ((√(n : ℝ) : ℝ) : ℂ) = ((√(n : ℝ) : ℝ) : ℂ) := Complex.conj_ofReal _
  simp only [fourier, Matrix.of_apply, star_div₀, star_pow]
  rw [hc, div_mul_div_comm, hs, mul_pow, ← pow_mul, ← pow_mul]
```

Summing over $k$ gives $(FF^\dagger)_{jl}=\frac1n\sum_{k=0}^{n-1}w^k$.

- If $j=l$, then $w=1$ and the result is $1$.
- If $j\ne l$, then $w\ne1$: multiplying $w=1$ by $\zeta^l$ would give $\zeta^j=\zeta^l$, which is impossible for distinct exponents below $n$. Also $w^n=1$, so $(w-1)\sum_k w^k=w^n-1=0$ and the sum vanishes.

```lean
/-- For `n ≥ 1` the discrete Fourier matrix is unitary. -/
theorem fourier_unitary (hn : n ≠ 0) : fourier n ∈ Matrix.unitaryGroup (Fin n) ℂ := by
  have hp := Complex.isPrimitiveRoot_exp n hn
  have hs := root_mul_star hn
  have hn' : (n : ℂ) ≠ 0 := Nat.cast_ne_zero.mpr hn
  rw [Matrix.mem_unitaryGroup_iff]
  ext j l
  rw [Matrix.mul_apply]
  simp only [Matrix.star_apply, fourier_entry]
  generalize Complex.exp (2 * Real.pi * Complex.I / n) = ζ at hp hs ⊢
  rw [← Finset.sum_div,
    Fin.sum_univ_eq_sum_range (fun k => (ζ ^ (j : ℕ) * star ζ ^ (l : ℕ)) ^ k) n]
  by_cases hjl : j = l
  · subst hjl
    rw [← mul_pow, hs]
    simp [hn']
  · have hw : ζ ^ (j : ℕ) * star ζ ^ (l : ℕ) ≠ 1 := by
      intro h
      apply hjl
      apply Fin.ext
      apply hp.pow_inj j.isLt l.isLt
      calc ζ ^ (j : ℕ) = ζ ^ (j : ℕ) * (ζ * star ζ) ^ (l : ℕ) := by
            rw [hs, one_pow, mul_one]
        _ = (ζ ^ (j : ℕ) * star ζ ^ (l : ℕ)) * ζ ^ (l : ℕ) := by rw [mul_pow]; ring
        _ = ζ ^ (l : ℕ) := by rw [h, one_mul]
    have hwn : (ζ ^ (j : ℕ) * star ζ ^ (l : ℕ)) ^ n = 1 := by
      have h2 : star ζ ^ n = 1 := by rw [← star_pow, hp.pow_eq_one, star_one]
      calc _ = (ζ ^ n) ^ (j : ℕ) * (star ζ ^ n) ^ (l : ℕ) := by ring
        _ = 1 := by rw [hp.pow_eq_one, h2, one_pow, one_pow, one_mul]
    -- the geometric sum of a non-trivial root of unity vanishes
    have hg := geom_sum_mul (ζ ^ (j : ℕ) * star ζ ^ (l : ℕ)) n
    rw [hwn, sub_self] at hg
    rw [(mul_eq_zero.mp hg).resolve_right (sub_ne_zero.mpr hw), zero_div,
      Matrix.one_apply_ne hjl]
```

The case split is `by_cases hjl`. In the second case `hw` and `hwn` are the statements $w\neq 1$ and $w^n=1$, and `geom_sum_mul` supplies the geometric sum.

## Spreading the trace over the diagonal

Let $D$ be diagonal with entries $d_k$. Every entry of $F$ has squared modulus $1/n$, so
$$(FDF^\dagger)_{ii}=\sum_k d_k|F_{ik}|^2=\frac1n\sum_k d_k .$$

```lean
/-- For `n ≥ 1`, Fourier rotation of a diagonal matrix spreads its trace evenly
over the diagonal. -/
theorem fourier_flattens (hn : n ≠ 0) (d : Fin n → ℂ) (i : Fin n) :
    (fourier n * diagonal d * (fourier n)ᴴ) i i = (∑ k, d k) / n := by
  rw [Matrix.mul_apply, Finset.sum_div]
  refine Finset.sum_congr rfl fun k _ => ?_
  rw [Matrix.mul_diagonal, Matrix.conjTranspose_apply, mul_right_comm, fourier_entry,
    ← mul_pow, root_mul_star hn, one_pow, one_pow]
  ring
```

A Hermitian $H$ can be written $H=VDV^\dagger$ with $V$ unitary. Take $U=FV^\dagger$. Then
$$UU^\dagger=FV^\dagger VF^\dagger=1,\qquad UHU^\dagger=F(V^\dagger V)D(V^\dagger V)F^\dagger=FDF^\dagger,$$
and $\operatorname{tr}H=\operatorname{tr}(V^\dagger VD)=\sum_k d_k$. Every diagonal entry of $UHU^\dagger$ is therefore $\operatorname{tr}H/n$.

```lean
/-- Equal-leverage rotation: for `n ≥ 1` and a Hermitian smoother `H`, some unitary `U` makes
every diagonal entry of `U H Uᴴ` equal to `tr H / n`. -/
theorem exists_equal_leverage (hn : n ≠ 0) {H : Matrix (Fin n) (Fin n) ℂ}
    (hH : H.IsHermitian) :
    ∃ U ∈ Matrix.unitaryGroup (Fin n) ℂ, ∀ i, (U * H * Uᴴ) i i = H.trace / n := by
  obtain ⟨V, d, hV, hsp⟩ : ∃ (V : Matrix (Fin n) (Fin n) ℂ) (d : Fin n → ℂ),
      Vᴴ * V = 1 ∧ H = V * diagonal d * Vᴴ :=
    ⟨hH.eigenvectorUnitary, _, Matrix.mem_unitaryGroup_iff'.mp hH.eigenvectorUnitary.2, by
      have h := hH.spectral_theorem
      rw [Unitary.conjStarAlgAut_apply] at h
      exact h⟩
  have hF : fourier n * (fourier n)ᴴ = 1 := Matrix.mem_unitaryGroup_iff.mp (fourier_unitary hn)
  -- pass to the eigenbasis, then apply the Fourier matrix
  refine ⟨fourier n * Vᴴ, ?_, fun i => ?_⟩
  · rw [Matrix.mem_unitaryGroup_iff, Matrix.star_eq_conjTranspose, Matrix.conjTranspose_mul,
      Matrix.conjTranspose_conjTranspose]
    calc _ = fourier n * (Vᴴ * V) * (fourier n)ᴴ := by simp only [mul_assoc]
      _ = 1 := by rw [hV, mul_one, hF]
  · have htr : H.trace = ∑ k, d k := by
      rw [hsp, Matrix.trace_mul_cycle, hV, one_mul, Matrix.trace_diagonal]
    have hrot : fourier n * Vᴴ * H * (fourier n * Vᴴ)ᴴ =
        fourier n * diagonal d * (fourier n)ᴴ := by
      rw [hsp, Matrix.conjTranspose_mul, Matrix.conjTranspose_conjTranspose]
      calc _ = fourier n * (Vᴴ * V) * diagonal d * (Vᴴ * V) * (fourier n)ᴴ := by
            simp only [mul_assoc]
        _ = _ := by rw [hV, mul_one, mul_one]
    rw [hrot, fourier_flattens hn, htr]
```

The spectral theorem provides `V` and `d`; `hrot` is the second displayed identity and `htr` the trace formula. Read in quantum mechanics, the theorem says that an observable on a finite-dimensional space has an orthonormal basis whose states all give it the same expectation value.

## Leave-one-out residuals from a single fit

Replacing $y_i$ by $z$ changes the smoothed value at $i$ by $H_{ii}(z-y_i)$. The self-consistency condition is thus
$$z=(Hy)_i+H_{ii}(z-y_i).$$
Subtracting both sides from $y_i$ and collecting terms gives $(1-H_{ii})(y_i-z)=y_i-(Hy)_i$. For $H_{ii}\ne1$ this is
$$y_i-z=\frac{y_i-(Hy)_i}{1-H_{ii}} .$$

```lean
/-- When the leverage `H i i` is not `1`, a value is a leave-one-out prediction exactly when its
residual is the ordinary residual divided by `1 - H i i`. -/
theorem isLeaveOneOut_iff {H : Matrix (Fin n) (Fin n) ℂ} {i : Fin n} (hi : H i i ≠ 1)
    (y : Fin n → ℂ) (z : ℂ) :
    IsLeaveOneOut H y i z ↔ y i - z = (y i - (H *ᵥ y) i) / (1 - H i i) := by
  have hlin : (H *ᵥ Function.update y i z) i - (H *ᵥ y) i = H i i * (z - y i) := by
    simp only [Matrix.mulVec, dotProduct]
    rw [← Finset.sum_sub_distrib, Finset.sum_eq_single i]
    · rw [Function.update_self]; ring
    · intro j _ hj
      rw [Function.update_of_ne hj, sub_self]
    · intro h
      exact absurd (mem_univ i) h
  rw [eq_div_iff (sub_ne_zero.mpr hi.symm), IsLeaveOneOut]
  constructor <;> intro h
  · linear_combination h - hlin
  · linear_combination hlin + h
```

The linear response is `hlin`, and the two `linear_combination` lines carry out the algebra in each direction. As the statement is an equivalence, it also shows that exactly one prediction exists when $H_{ii}\ne1$.

## The rotated error is the GCV score

A unitary matrix preserves the sum of squares:
$$\sum_i|(Uv)_i|^2=v^\dagger U^\dagger Uv=\sum_i|v_i|^2 .$$

```lean
/-- A unitary rotation preserves the sum of squared moduli. -/
theorem sum_normSq_rotate {U : Matrix (Fin n) (Fin n) ℂ}
    (hU : U ∈ Matrix.unitaryGroup (Fin n) ℂ) (v : Fin n → ℂ) :
    ∑ i, Complex.normSq ((U *ᵥ v) i) = ∑ i, Complex.normSq (v i) := by
  have key : ∀ u : Fin n → ℂ, ((∑ i, Complex.normSq (u i) : ℝ) : ℂ) = star u ⬝ᵥ u := by
    intro u
    rw [Complex.ofReal_sum]
    exact Finset.sum_congr rfl fun i _ => Complex.normSq_eq_conj_mul_self
  have hU' : Uᴴ * U = 1 := Matrix.mem_unitaryGroup_iff'.mp hU
  apply Complex.ofReal_injective
  rw [key, key, Matrix.star_mulVec, Matrix.dotProduct_mulVec, Matrix.vecMul_vecMul, hU',
    Matrix.vecMul_one]
```

Let $r=y-Hy$ be the original residual. The rotated smoother acts on the rotated data as $UHU^\dagger Uy=UHy$, so the rotated residual is $Ur$. All rotated leverages equal $\operatorname{tr}H/n$, which differs from $1$ because $\operatorname{tr}H\ne n$. If $z_i$ is the leave-one-out prediction at point $i$ of the rotated problem, then
$$(Uy)_i-z_i=\frac{(Ur)_i}{1-\operatorname{tr}H/n}.$$
Taking squared moduli, averaging and using $\sum_i|(Ur)_i|^2=\sum_i|r_i|^2$ gives
$$\frac1n\sum_i|(Uy)_i-z_i|^2=\frac{\tfrac1n\sum_i|r_i|^2}{|1-\operatorname{tr}H/n|^2}=G(H,y).$$

```lean
/-- For a Hermitian smoother with `tr H ≠ n`, some unitary rotation equalises the leverages, and
for all data the mean squared leave-one-out error of the rotated problem is the generalised
cross-validation score of the original one. -/
theorem exists_rotation_loo_eq_gcv {H : Matrix (Fin n) (Fin n) ℂ} (hH : H.IsHermitian)
    (htr : H.trace ≠ n) :
    ∃ U ∈ Matrix.unitaryGroup (Fin n) ℂ, (∀ i, (U * H * Uᴴ) i i = H.trace / n) ∧
      ∀ y z : Fin n → ℂ, (∀ i, IsLeaveOneOut (U * H * Uᴴ) (U *ᵥ y) i (z i)) →
        (∑ i, Complex.normSq ((U *ᵥ y) i - z i)) / n = gcvScore H y := by
  have hn : n ≠ 0 := by
    rintro rfl
    exact htr (by simp [Matrix.trace])
  obtain ⟨U, hU, hd⟩ := exists_equal_leverage hn hH
  refine ⟨U, hU, hd, fun y z hz => ?_⟩
  have hU' : Uᴴ * U = 1 := Matrix.mem_unitaryGroup_iff'.mp hU
  have hne : H.trace / n ≠ 1 := fun h =>
    htr ((div_eq_one_iff_eq (Nat.cast_ne_zero.mpr hn)).mp h)
  -- the smoothed values rotate with the data
  have hres : (U * H * Uᴴ) *ᵥ (U *ᵥ y) = U *ᵥ (H *ᵥ y) := by
    rw [Matrix.mulVec_mulVec, Matrix.mulVec_mulVec, mul_assoc, hU', mul_one]
  have hterm : ∀ i, Complex.normSq ((U *ᵥ y) i - z i) =
      Complex.normSq ((U *ᵥ (y - H *ᵥ y)) i) / Complex.normSq (1 - H.trace / n) := by
    intro i
    have h := (isLeaveOneOut_iff (by rw [hd i]; exact hne) _ _).mp (hz i)
    rw [h, hres, hd i, Complex.normSq_div, Matrix.mulVec_sub, Pi.sub_apply]
  rw [Finset.sum_congr rfl fun i _ => hterm i, ← Finset.sum_div, sum_normSq_rotate hU,
    div_right_comm]
  rfl

end

end EqualLeverageRotation
```

```lean
#print axioms EqualLeverageRotation.exists_equal_leverage
-- 'EqualLeverageRotation.exists_equal_leverage' depends on axioms: [propext, Classical.choice, Quot.sound]
#print axioms EqualLeverageRotation.exists_rotation_loo_eq_gcv
-- 'EqualLeverageRotation.exists_rotation_loo_eq_gcv' depends on axioms: [propext, Classical.choice, Quot.sound]
```

In the proof, `hres` rotates the smoothed values and `hterm` is the squared form of the residual formula. The theorem needs no separate assumption $n\ge1$, since for $n=0$ the trace would equal $n$.

The order of the quantifiers matters: $U$ is chosen from $H$ alone, and the identity then holds for all data $y$. The vector `z` collects the predictions, one for each rotated point.

For simulation practice, this gives the GCV score a leave-one-out meaning when smoothed energies or spectra depend linearly on the data through a fixed Hermitian matrix. What is left out is a component of $Uy$, in general a complex combination of several measurements. The score can therefore differ from the leave-one-out error of the original data.

## Two data points

For $n=1$ a unitary is only a phase and leaves $H$ unchanged. The smallest case in which the rotation can alter the leverages is $n=2$. Take
$$H=\begin{pmatrix}1&0\\0&0\end{pmatrix},\qquad U=F=\frac1{\sqrt2}\begin{pmatrix}1&1\\1&-1\end{pmatrix},\qquad UHU^\dagger=\frac12\begin{pmatrix}1&1\\1&1\end{pmatrix}.$$
Before the rotation, point $0$ has leverage $1$: the smoother returns whatever datum is put there, so every $z$ is self-consistent and no prediction is singled out. Afterwards both leverages are $1/2$, and each rotated datum is predicted by the other one. For $y=(a,b)$ the rotated data are $(a\pm b)/\sqrt2$. They differ by $\sqrt2\,b$, so the mean squared error is $2|b|^2$. The GCV score agrees: $(|b|^2/2)/(1/2)^2=2|b|^2$.
